# Haeberlen anisotropy and asymmetry from span and skew, with a sign jump at zero skew

A shift tensor reported by its span and skew has to be converted before it can be entered in a solid-state NMR simulation that expects the Haeberlen anisotropy and asymmetry. For a tensor whose principal components are not all equal, the conversion is a closed formula with two branches, one for negative and one for positive skew. At zero skew the anisotropy jumps from one sign to the other without passing through zero. Two fits with almost the same skew can therefore report anisotropies of opposite sign.

```lean
import Mathlib

open Filter Topology

namespace ShiftConventions

noncomputable section
```

## Span, skew and the order of the components

Let d₀, d₁, d₂ be the principal shifts, usually written δ₁₁, δ₂₂, δ₃₃. In Lean they form a function `d : Fin 3 → ℝ`. Diagonalising the tensor to obtain them is left to the user. Their mean is the isotropic shift

s = (d₀ + d₁ + d₂)/3.

```lean
/-- The isotropic shift: the mean of the three principal components. -/
def iso (d : Fin 3 → ℝ) : ℝ := (d 0 + d 1 + d 2) / 3
```

The span, often written Ω, is

W = d₀ − d₂.

```lean
/-- The span: the first principal component minus the last. -/
def span (d : Fin 3 → ℝ) : ℝ := d 0 - d 2
```

The skew, often written κ, locates the middle component:

k = 3(d₁ − s)/W.

```lean
/-- The skew: three times the deviation of the middle component from the isotropic shift,
in units of the span; it is meant for nonzero span. -/
def skew (d : Fin 3 → ℝ) : ℝ := 3 * (d 1 - iso d) / span d
```

The components are numbered so that d₀ ≥ d₁ ≥ d₂, with d₀ > d₂. The strict inequality says that the tensor is anisotropic, so W > 0. This is the order on the shift scale; a larger shift means a smaller shielding, so on the shielding scale the order is reversed.

```lean
/-- Principal components in decreasing order, with the first strictly above the last. -/
structure Ordered (d : Fin 3 → ℝ) : Prop where
  low : d 2 ≤ d 1
  high : d 1 ≤ d 0
  aniso : d 2 < d 0
```

## Haeberlen's labels

Haeberlen's convention names the components by their distance from the mean:

|y − s| ≤ |x − s| ≤ |z − s|.

A labelling is a permutation `σ`, which here does not denote shielding: `σ 0`, `σ 1`, `σ 2` are the indices of the components called x, y, z. Ties are allowed, so a tensor may have several labellings.

```lean
/-- A Haeberlen labelling: `σ 0`, `σ 1`, `σ 2` are the components called x, y, z, where z
deviates most from the isotropic shift and y least. -/
def IsHaeberlen (d : Fin 3 → ℝ) (σ : Equiv.Perm (Fin 3)) : Prop :=
  |d (σ 1) - iso d| ≤ |d (σ 0) - iso d| ∧ |d (σ 0) - iso d| ≤ |d (σ 2) - iso d|
```

The anisotropy used here is the reduced one, z − s, without the factor 3/2 that some programs include.

```lean
/-- The reduced anisotropy: the z component minus the isotropic shift. -/
def anisotropy (d : Fin 3 → ℝ) (σ : Equiv.Perm (Fin 3)) : ℝ := d (σ 2) - iso d
```

The asymmetry is

η = (y − x)/(z − s).

```lean
/-- The asymmetry: y component minus x component, divided by the reduced anisotropy,
which is meant to be nonzero. -/
def asymmetry (d : Fin 3 → ℝ) (σ : Equiv.Perm (Fin 3)) : ℝ :=
  (d (σ 1) - d (σ 0)) / anisotropy d σ
```

## Deviations from the mean

The outer components lie on opposite sides of the mean, since

d₀ − s = [(d₀ − d₁) + (d₀ − d₂)]/3 ≥ 0,
s − d₂ = [(d₀ − d₂) + (d₁ − d₂)]/3 ≥ 0.

This removes the absolute values from the two outer deviations.

```lean
/-- For ordered components the first lies at or above the isotropic shift and the last
at or below it. -/
theorem abs_outer {d : Fin 3 → ℝ} (h : Ordered d) :
    |d 0 - iso d| = d 0 - iso d ∧ |d 2 - iso d| = iso d - d 2 := by
  have hs : 3 * iso d = d 0 + d 1 + d 2 := by unfold iso; ring
  have h1 := h.low
  have h2 := h.high
  constructor
  · exact abs_of_nonneg (by linarith)
  · rw [abs_of_nonpos (by linarith)]
    ring
```

The definition of k gives d₁ − s = Wk/3. The three deviations sum to zero, so the outer two have sum −Wk/3, and their difference is W. Solving,

d₀ − s = W(3 − k)/6,
d₁ − s = Wk/3,
d₂ − s = −W(3 + k)/6.

In Lean, `field_simp` clears the denominator W and `linarith` solves the linear system.

```lean
/-- The deviations of ordered components from the isotropic shift, in terms of span
and skew. -/
theorem deviations {d : Fin 3 → ℝ} (h : Ordered d) :
    d 0 - iso d = span d * (3 - skew d) / 6 ∧
    d 1 - iso d = span d * skew d / 3 ∧
    d 2 - iso d = -(span d * (3 + skew d) / 6) := by
  have hs : 3 * iso d = d 0 + d 1 + d 2 := by unfold iso; ring
  have hd : span d = d 0 - d 2 := rfl
  have hW : span d ≠ 0 := by
    rw [hd]
    exact (sub_pos.2 h.aniso).ne'
  have hk : span d * skew d = 3 * (d 1 - iso d) := by
    rw [skew]
    field_simp
  refine ⟨?_, ?_, ?_⟩ <;> linarith
```

Since 3(d₁ − s) = 2d₁ − d₀ − d₂,

W(1 − k) = 2(d₀ − d₁) ≥ 0,
W(1 + k) = 2(d₁ − d₂) ≥ 0,

and hence |k| ≤ 1.

```lean
/-- The skew of ordered components lies between -1 and 1. -/
theorem abs_skew_le_one {d : Fin 3 → ℝ} (h : Ordered d) : |skew d| ≤ 1 := by
  have hs : 3 * iso d = d 0 + d 1 + d 2 := by unfold iso; ring
  have hd : span d = d 0 - d 2 := rfl
  have hW : 0 < span d := sub_pos.2 h.aniso
  have h1 := h.low
  have h2 := h.high
  rw [abs_le, skew, le_div_iff₀ hW, div_le_one hW]
  constructor <;> linarith
```

## Which component becomes z

For k ≤ 0 the magnitudes are ordered as

W(3 + |k|)/6 ≥ W(3 − |k|)/6 ≥ W|k|/3,

belonging to d₀, d₂ and d₁; the second inequality is |k| ≤ 1 again. So z = d₀, x = d₂, y = d₁ is a valid labelling, given by `Equiv.swap 0 2`. For k ≥ 0 the outer components exchange roles, and the identity permutation `1` is valid. At k = 0 both are.

```lean
/-- For ordered components, calling the last, middle and first components x, y and z is a Haeberlen
labelling when the skew is at most zero, and calling the first, middle and last components x, y and
z is one when the skew is at least zero. -/
theorem labelling_exists {d : Fin 3 → ℝ} (h : Ordered d) :
    (skew d ≤ 0 → IsHaeberlen d (Equiv.swap 0 2)) ∧ (0 ≤ skew d → IsHaeberlen d 1) := by
  have hs : 3 * iso d = d 0 + d 1 + d 2 := by unfold iso; ring
  have hW : 0 < span d := sub_pos.2 h.aniso
  obtain ⟨h0, h2⟩ := abs_outer h
  obtain ⟨-, e1, -⟩ := deviations h
  have hl := h.low
  have hh := h.high
  constructor
  · intro hk
    have hm := mul_nonneg hW.le (neg_nonneg.2 hk)
    have a : Equiv.swap (0 : Fin 3) 2 0 = 2 := by decide
    have b : Equiv.swap (0 : Fin 3) 2 1 = 1 := by decide
    have c : Equiv.swap (0 : Fin 3) 2 2 = 0 := by decide
    rw [IsHaeberlen, a, b, c, h0, h2, abs_of_nonpos (by linarith)]
    constructor <;> linarith
  · intro hk
    have hm := mul_nonneg hW.le hk
    simp only [IsHaeberlen, Equiv.Perm.one_apply]
    rw [h0, h2, abs_of_nonneg (by linarith)]
    constructor <;> linarith
```

Conversely, every labelling gives one of these two assignments of values. If z is d₀, then s − d₂ ≤ d₀ − s, and because the deviations sum to zero,

d₁ − s = (s − d₂) − (d₀ − s) ≤ 0.

If z is d₂, the same argument gives d₁ ≥ s. A labelling that exchanges x and y is possible only when those components are equal, so the values do not change. If z were d₁, the middle component would have to equal the outer one on its side of the mean; by the zero sum the remaining component would then deviate twice as far as z. Since z deviates most, all the deviations would have to vanish, against d₀ > d₂.

The proof lists the six permutations with `decide`, splits each on the sign of d₁ − s, and settles the resulting twelve cases by linear arithmetic.

```lean
/-- In any Haeberlen labelling of ordered components, y has the middle value, and z has the
value of the outer component on the other side of the isotropic shift from the middle one;
if the middle one sits at the isotropic shift, z may have either outer value. -/
theorem labelling_cases {d : Fin 3 → ℝ} (h : Ordered d) {σ : Equiv.Perm (Fin 3)}
    (hσ : IsHaeberlen d σ) :
    (d 1 ≤ iso d ∧ d (σ 0) = d 2 ∧ d (σ 1) = d 1 ∧ d (σ 2) = d 0) ∨
    (iso d ≤ d 1 ∧ d (σ 0) = d 0 ∧ d (σ 1) = d 1 ∧ d (σ 2) = d 2) := by
  have perms : ∀ τ : Equiv.Perm (Fin 3),
      (τ 0 = 2 ∧ τ 1 = 1 ∧ τ 2 = 0) ∨ (τ 0 = 1 ∧ τ 1 = 2 ∧ τ 2 = 0) ∨
      (τ 0 = 0 ∧ τ 1 = 1 ∧ τ 2 = 2) ∨ (τ 0 = 1 ∧ τ 1 = 0 ∧ τ 2 = 2) ∨
      (τ 0 = 0 ∧ τ 1 = 2 ∧ τ 2 = 1) ∨ (τ 0 = 2 ∧ τ 1 = 0 ∧ τ 2 = 1) := by decide
  have hs : 3 * iso d = d 0 + d 1 + d 2 := by unfold iso; ring
  obtain ⟨h0, h2⟩ := abs_outer h
  obtain ⟨hl, hh, ha⟩ := h
  obtain ⟨hyx, hxz⟩ := hσ
  rcases perms σ with ⟨a, b, c⟩ | ⟨a, b, c⟩ | ⟨a, b, c⟩ | ⟨a, b, c⟩ | ⟨a, b, c⟩ | ⟨a, b, c⟩ <;>
    rw [b, a] at hyx <;> rw [a, c] at hxz <;> rw [a, b, c] <;>
    rcases abs_cases (d 1 - iso d) with ⟨h1, h1'⟩ | ⟨h1, h1'⟩
  -- z is the first component
  iterate 4 exact Or.inl ⟨by linarith, by linarith, by linarith, by linarith⟩
  -- z is the last component
  iterate 4 exact Or.inr ⟨by linarith, by linarith, by linarith, by linarith⟩
  -- the middle component never deviates most
  all_goals exfalso; linarith
```

## The conversion formulas

For k < 0 the anisotropy is therefore W(3 − k)/6, and for k > 0 it is −W(3 + k)/6. The asymmetry for k ≤ 0 is

η = (d₁ − d₂)/(d₀ − s) = [W(1 + k)/2]/[W(3 − k)/6] = 3(1 + k)/(3 − k),

and for k ≥ 0

η = (d₁ − d₀)/(d₂ − s) = [−W(1 − k)/2]/[−W(3 + k)/6] = 3(1 − k)/(3 + k).

Both are 3(1 − |k|)/(3 + |k|), which equals 1 at k = 0 for either labelling. The Lean proof follows the two assignments, cross-multiplies with `div_eq_div_iff` and finishes with `ring`.

```lean
/-- For ordered components and any Haeberlen labelling, the reduced anisotropy is W(3-k)/6 for
skew k < 0 and -W(3+k)/6 for k > 0, with W the span; the asymmetry is 3(1-|k|)/(3+|k|). -/
theorem haeberlen_of_span_skew {d : Fin 3 → ℝ} (h : Ordered d) {σ : Equiv.Perm (Fin 3)}
    (hσ : IsHaeberlen d σ) :
    (skew d < 0 → anisotropy d σ = span d * (3 - skew d) / 6) ∧
    (0 < skew d → anisotropy d σ = -(span d * (3 + skew d) / 6)) ∧
    asymmetry d σ = 3 * (1 - |skew d|) / (3 + |skew d|) := by
  have hW : 0 < span d := sub_pos.2 h.aniso
  obtain ⟨e0, e1, e2⟩ := deviations h
  obtain ⟨hk1, hk2⟩ := abs_le.1 (abs_skew_le_one h)
  have hp := mul_pos hW (show 0 < 3 - skew d by linarith)
  have hq := mul_pos hW (show 0 < 3 + skew d by linarith)
  rw [asymmetry, anisotropy]
  rcases labelling_cases h hσ with ⟨hm, x, y, z⟩ | ⟨hm, x, y, z⟩
  · have hk : skew d ≤ 0 := by
      by_contra hc
      have := mul_pos hW (not_le.1 hc)
      linarith
    refine ⟨fun _ => by rw [z, e0], fun hc => absurd hc (not_lt_of_ge hk), ?_⟩
    have e : d 1 - d 2 = span d * (3 + 3 * skew d) / 6 := by linarith
    have n1 : span d * (3 - skew d) / 6 ≠ 0 := by
      apply ne_of_gt
      linarith
    have n2 : 3 + -skew d ≠ 0 := by
      apply ne_of_gt
      linarith
    rw [x, y, z, e, e0, abs_of_nonpos hk, div_eq_div_iff n1 n2]
    ring
  · have hk : 0 ≤ skew d := by
      by_contra hc
      have := mul_pos hW (neg_pos.2 (not_le.1 hc))
      linarith
    refine ⟨fun hc => absurd hc (not_lt_of_ge hk), fun _ => by rw [z, e2], ?_⟩
    have e : d 1 - d 0 = -(span d * (3 - 3 * skew d) / 6) := by linarith
    have n1 : -(span d * (3 + skew d) / 6) ≠ 0 := by
      apply ne_of_lt
      linarith
    have n2 : 3 + skew d ≠ 0 := by
      apply ne_of_gt
      linarith
    rw [x, y, z, e, e2, abs_of_nonneg hk, div_eq_div_iff n1 n2]
    ring
```

The condition d₁ ≤ d₀ is needed even when the other two inequalities hold. Take d = (−1, 3, −2): then s = 0, W = 1 and k = 9. The component furthest from the mean is the middle entry, so the anisotropy is 3, whereas the formula for k > 0 would give −2.

## The jump at zero skew

To vary k at fixed s and W, the tensor is rebuilt from its three parameters by adding the deviations to s.

```lean
/-- The principal components built from isotropic shift s, span W and skew k. -/
def shifts (s W k : ℝ) : Fin 3 → ℝ :=
  ![s + W * (3 - k) / 6, s + W * k / 3, s - W * (3 + k) / 6]
```

For W > 0 and −1 ≤ k ≤ 1 this recovers s, W and k. The deviations sum to zero, the outer difference is W, and the neighbouring gaps, W(1 − k)/2 and W(1 + k)/2, are nonnegative.

```lean
/-- For W > 0 and k in [-1,1] the components built from s, W and k are ordered, and have
isotropic shift s, span W and skew k. -/
theorem shifts_spec (s : ℝ) {W k : ℝ} (hW : 0 < W) (hk : k ∈ Set.Icc (-1 : ℝ) 1) :
    Ordered (shifts s W k) ∧ iso (shifts s W k) = s ∧
    span (shifts s W k) = W ∧ skew (shifts s W k) = k := by
  have e0 : shifts s W k 0 = s + W * (3 - k) / 6 := rfl
  have e1 : shifts s W k 1 = s + W * k / 3 := rfl
  have e2 : shifts s W k 2 = s - W * (3 + k) / 6 := rfl
  have hi : iso (shifts s W k) = s := by rw [iso, e0, e1, e2]; ring
  have hw : span (shifts s W k) = W := by rw [span, e0, e2]; ring
  have p := mul_nonneg hW.le (show 0 ≤ 1 + k by linarith [hk.1])
  have q := mul_nonneg hW.le (sub_nonneg.2 hk.2)
  refine ⟨⟨?_, ?_, ?_⟩, hi, hw, ?_⟩
  · rw [e1, e2]; linarith
  · rw [e0, e1]; linarith
  · rw [e0, e2]; linarith
  · rw [skew, hi, hw, e1, div_eq_iff hW.ne']
    ring
```

Now choose any Haeberlen labelling at each k in [−1, 1]; the choice may vary with k in any way. The anisotropy then has the one-sided limits

W(3 − k)/6 → W/2 as k → 0 from below,
−W(3 + k)/6 → −W/2 as k → 0 from above.

In Lean these are limits along `𝓝[<] 0` and `𝓝[>] 0`. Each half of the proof takes the limit of the continuous formula and transfers it to the anisotropy, which agrees with that formula on the relevant side of zero.

```lean
/-- At fixed isotropic shift and span W > 0, with any Haeberlen labelling chosen at each skew
in [-1,1], the reduced anisotropy tends to W/2 as the skew rises to zero and to -W/2 as it
falls to zero. -/
theorem anisotropy_jump (s : ℝ) {W : ℝ} (hW : 0 < W) (σ : ℝ → Equiv.Perm (Fin 3))
    (hσ : ∀ k ∈ Set.Icc (-1 : ℝ) 1, IsHaeberlen (shifts s W k) (σ k)) :
    Tendsto (fun k => anisotropy (shifts s W k) (σ k)) (𝓝[<] 0) (𝓝 (W / 2)) ∧
    Tendsto (fun k => anisotropy (shifts s W k) (σ k)) (𝓝[>] 0) (𝓝 (-(W / 2))) := by
  constructor
  · have c : Continuous fun k : ℝ => W * (3 - k) / 6 := by fun_prop
    have t := (c.tendsto' 0 (W / 2) (by show W * (3 - 0) / 6 = W / 2; ring)).mono_left
      (nhdsWithin_le_nhds (s := Set.Iio 0))
    refine t.congr' ?_
    filter_upwards [Ioo_mem_nhdsLT (show (-1 : ℝ) < 0 by norm_num)] with k hk
    have hk' : k ∈ Set.Icc (-1 : ℝ) 1 := ⟨hk.1.le, by linarith [hk.2]⟩
    obtain ⟨ho, -, hw, hs⟩ := shifts_spec s hW hk'
    have m := (haeberlen_of_span_skew ho (hσ k hk')).1
    rw [hw, hs] at m
    exact (m hk.2).symm
  · have c : Continuous fun k : ℝ => -(W * (3 + k) / 6) := by fun_prop
    have t := (c.tendsto' 0 (-(W / 2))
      (by show -(W * (3 + 0) / 6) = -(W / 2); ring)).mono_left
      (nhdsWithin_le_nhds (s := Set.Ioi 0))
    refine t.congr' ?_
    filter_upwards [Ioo_mem_nhdsGT (show (0 : ℝ) < 1 by norm_num)] with k hk
    have hk' : k ∈ Set.Icc (-1 : ℝ) 1 := ⟨by linarith [hk.1], hk.2.le⟩
    obtain ⟨ho, -, hw, hs⟩ := shifts_spec s hW hk'
    have m := (haeberlen_of_span_skew ho (hσ k hk')).2.1
    rw [hw, hs] at m
    exact (m hk.1).symm

end

end ShiftConventions
```

```lean
#print axioms ShiftConventions.labelling_exists
#print axioms ShiftConventions.haeberlen_of_span_skew
#print axioms ShiftConventions.anisotropy_jump
```

```
'ShiftConventions.labelling_exists' depends on axioms: [propext, Classical.choice, Quot.sound]
'ShiftConventions.haeberlen_of_span_skew' depends on axioms: [propext, Classical.choice, Quot.sound]
'ShiftConventions.anisotropy_jump' depends on axioms: [propext, Classical.choice, Quot.sound]
```
